# For hydrogen-like ions, the exchange energy and the Levy–Perdew virial both equal −5Z/16 hartree

In atomic units, a one-electron ion of nuclear charge $Z>0$ has the ground-state density and exact exchange potential

$$n(r)=\frac{Z^3}{\pi}e^{-2Zr},\qquad v_x(r)=-\frac1r+\Big(Z+\frac1r\Big)e^{-2Zr}.$$

Write the exchange energy and the virial as

$$E=\tfrac12\int_0^\infty 4\pi r^2 n\,v_x\,dr,\qquad W=-\int_0^\infty 4\pi r^3 n\,v_x'\,dr.$$

I believe that $E=W=-5Z/16$, so $-5/16$ for hydrogen, and that $v_x$ is minus the Hartree potential. Can this be proved rigorously, with a proof that a machine has checked? I would also like to know whether the test notices a constant added to $v_x$.

## Gauss's law and exponential moments settle both integrals

Let $q(r)=\int_0^r 4\pi s^2 n(s)\,ds$ be the number of electrons within radius $r$. Then

$$q(r)=1-(1+2Zr+2Z^2r^2)e^{-2Zr},$$

because the right side vanishes at $r=0$ and has derivative $4Z^3r^2e^{-2Zr}=4\pi r^2n$. Differentiating the potential gives

$$v_x'=\frac1{r^2}-\frac{e^{-2Zr}}{r^2}-2Z\Big(Z+\frac1r\Big)e^{-2Zr}=\frac{q}{r^2}.$$

This is Gauss's law. The Hartree potential has slope $-q/r^2$ and, like $v_x$, vanishes at infinity, so $v_x$ is its negative. For one electron, exchange cancels the Hartree energy $\tfrac12\int_0^\infty 4\pi r^2 n\,v_H\,dr$, where $v_H=-v_x$ is the Hartree potential, so $E$ is indeed the exchange energy.

Both integrals now reduce to $\int_0^\infty r^k e^{-ar}dr=k!/a^{k+1}$. For the energy,

$$4\pi r^2 n v_x=-4Z^3re^{-2Zr}+4Z^4r^2e^{-4Zr}+4Z^3re^{-4Zr},$$

which integrates to $-Z+\frac Z8+\frac Z4=-\frac{5Z}8$; half of this is $E=-\frac{5Z}{16}$. For the virial,

$$4\pi r^3 n v_x'=4Z^3re^{-2Zr}-(4Z^3r+8Z^4r^2+8Z^5r^3)e^{-4Zr},$$

which integrates to $Z-\frac Z4-\frac Z4-\frac{3Z}{16}=\frac{5Z}{16}$, so $W=-\frac{5Z}{16}$.

The test does notice a constant, because $E$ is computed here from the potential. Replacing $v_x$ by $v_x+c$ leaves $W$ unchanged, but adds $c/2$ to $E$, since the density integrates to 1. Among these shifted potentials, only $c=0$ passes. If the exchange energy were instead computed from the orbital, neither side would depend on $c$, and the comparison with $W$ would not detect the shift.

There is also a local relation between the integrands. If $v'=q/r^2$, then $q'=4\pi r^2n$ gives

$$\frac{d}{dr}\left[\frac q2\Big(v+\frac qr\Big)\right]=\frac{q'v}2+\frac{qq'}r=\tfrac12\,4\pi r^2nv+4\pi r^3nv'.$$

For the ion, the bracket tends to zero at both ends, which accounts for $E=W$ without evaluating either integral.

## What the Lean statements say

`density Z` and `vx Z` are the two formulas above, with `Z` any positive real number in the main theorems. `exchangeEnergy` and `exchangeVirial` accept any radial density and potential, although half the integral of density times exchange potential is not the exchange energy of a general many-electron system; `Ioi 0` is the range $r>0$, and `deriv` is the ordinary derivative. `hydrogen_virial_test` states $E=W$ and $W=-5Z/16$, and `virial_test_fixes_constant` is the statement about $c$. The Hartree potential is not defined in Lean: `vx_gauss` and `vx_tendsto_zero` prove the slope and the limit of $v_x$, and the identification with minus the Hartree potential follows from them by the informal argument above.

The exchange potential enters as an explicit formula, not as the solution of an optimized-effective-potential (OEP) equation. The Levy–Perdew relation is thus verified for this one-electron family, not derived for exchange functionals in general. For exact-exchange codes, the result supplies an analytic reference for a spin-polarized calculation, with the one electron in a single spin channel. It also tests the zero of the potential if the energy is evaluated from the potential as $E$ is here.

```lean
import Mathlib

open MeasureTheory Set Filter Topology Real

namespace HydrogenExchangeVirial

noncomputable section

/-- The ground-state density of a hydrogen-like ion of nuclear charge `Z`, in atomic units. -/
def density (Z r : ℝ) : ℝ := Z ^ 3 * Real.exp (-(2 * Z * r)) / π

/-- The exchange potential of a hydrogen-like ion at distance `r > 0` from the nucleus. -/
def vx (Z r : ℝ) : ℝ := -1 / r + (Z + 1 / r) * Real.exp (-(2 * Z * r))

/-- The number of electrons inside the sphere of radius `r` for a spherical density `n`. -/
def enclosedCharge (n : ℝ → ℝ) (r : ℝ) : ℝ := ∫ s in (0 : ℝ)..r, 4 * π * s ^ 2 * n s

/-- Half the integral of density times potential over all space, for spherical `n` and `v`. -/
def exchangeEnergy (n v : ℝ → ℝ) : ℝ :=
  1 / 2 * ∫ r in Ioi (0 : ℝ), 4 * π * r ^ 2 * n r * v r

/-- The Levy-Perdew virial: minus the integral of `n` times `r v'` over all space. -/
def exchangeVirial (n v : ℝ → ℝ) : ℝ :=
  -∫ r in Ioi (0 : ℝ), 4 * π * r ^ 3 * n r * deriv v r

/-- The function `f` is integrable over `r > 0`, and its integral is `A`. -/
def HasRadialIntegral (f : ℝ → ℝ) (A : ℝ) : Prop :=
  IntegrableOn f (Ioi 0) ∧ ∫ r in Ioi (0 : ℝ), f r = A

/-- Radial integrals add. -/
theorem HasRadialIntegral.add {f g : ℝ → ℝ} {A B : ℝ} (hf : HasRadialIntegral f A)
    (hg : HasRadialIntegral g B) : HasRadialIntegral (fun r => f r + g r) (A + B) :=
  ⟨Integrable.add hf.1 hg.1, by rw [integral_add hf.1 hg.1, hf.2, hg.2]⟩

/-- A function that agrees with `f` for `r > 0` has the same radial integral. -/
theorem HasRadialIntegral.integral_eq {f g : ℝ → ℝ} {A : ℝ} (hf : HasRadialIntegral f A)
    (h : ∀ r, 0 < r → g r = f r) : ∫ r in Ioi (0 : ℝ), g r = A := by
  rw [← hf.2]
  exact setIntegral_congr_fun measurableSet_Ioi (fun r hr => h r hr)

/-- The radial moments of an exponential with decay rate `a > 0`: the integral of
`c r^k exp(-a r)` over `r > 0` is `c k! / a^(k+1)`. -/
theorem radial_moment (k : ℕ) (c : ℝ) {a : ℝ} (ha : 0 < a) :
    HasRadialIntegral (fun r => c * (r ^ k * Real.exp (-(a * r))))
      (c * ((k.factorial : ℝ) / a ^ (k + 1))) := by
  have hm : ∫ r in Ioi (0 : ℝ), r ^ k * Real.exp (-(a * r))
      = (k.factorial : ℝ) / a ^ (k + 1) := by
    -- Euler's integral for the Gamma function at an integer
    have h := Real.integral_rpow_mul_exp_neg_mul_Ioi
      (show (0 : ℝ) < (k : ℝ) + 1 by positivity) ha
    have e : (1 / a) ^ ((k : ℝ) + 1) = 1 / a ^ (k + 1) := by
      rw [show (k : ℝ) + 1 = ((k + 1 : ℕ) : ℝ) from (Nat.cast_succ k).symm,
        Real.rpow_natCast, one_div_pow]
    rw [add_sub_cancel_right, Real.Gamma_nat_eq_factorial, e] at h
    simp only [Real.rpow_natCast] at h
    rw [h]
    ring
  have hpos : 0 < (k.factorial : ℝ) / a ^ (k + 1) :=
    div_pos (by exact_mod_cast k.factorial_pos) (by positivity)
  have hi : IntegrableOn (fun r : ℝ => r ^ k * Real.exp (-(a * r))) (Ioi 0) := by
    by_contra h
    rw [integral_undef h] at hm
    linarith
  exact ⟨Integrable.const_mul hi c, by rw [integral_const_mul, hm]⟩

private theorem shell_density (Z r : ℝ) :
    4 * π * density Z r = 4 * Z ^ 3 * Real.exp (-(2 * Z * r)) := by
  have h : π * π⁻¹ = 1 := mul_inv_cancel₀ Real.pi_ne_zero
  unfold density
  linear_combination (4 * Z ^ 3 * Real.exp (-(2 * Z * r))) * h

private theorem hasDerivAt_decay (Z x : ℝ) :
    HasDerivAt (fun y => Real.exp (-(2 * Z * y)))
      (Real.exp (-(2 * Z * x)) * (-(2 * Z))) x := by
  have h : HasDerivAt (fun y => -(2 * Z * y)) (-(2 * Z)) x :=
    (((hasDerivAt_id' x).const_mul (2 * Z)).fun_neg).congr_deriv (by ring)
  exact h.exp

/-- The charge of the hydrogen-like density inside a sphere of radius `r`, in closed form. -/
theorem enclosedCharge_density (Z r : ℝ) : enclosedCharge (density Z) r
    = 1 - (1 + 2 * Z * r + 2 * Z ^ 2 * r ^ 2) * Real.exp (-(2 * Z * r)) := by
  have hd : ∀ x : ℝ, HasDerivAt
      (fun y => 1 - (1 + 2 * Z * y + 2 * Z ^ 2 * y ^ 2) * Real.exp (-(2 * Z * y)))
      (4 * π * x ^ 2 * density Z x) x := by
    intro x
    have hsq : HasDerivAt (fun y : ℝ => y ^ 2) (2 * x) x := by
      simpa using hasDerivAt_pow 2 x
    have hp := (((hasDerivAt_id' x).const_mul (2 * Z)).const_add 1).fun_add
      (hsq.const_mul (2 * Z ^ 2))
    refine ((hp.fun_mul (hasDerivAt_decay Z x)).const_sub 1).congr_deriv ?_
    linear_combination (-(x ^ 2)) * shell_density Z x
  have hc : Continuous (fun x => 4 * π * x ^ 2 * density Z x) := by
    unfold density
    fun_prop
  unfold enclosedCharge
  rw [intervalIntegral.integral_eq_sub_of_hasDerivAt (fun x _ => hd x)
    (hc.intervalIntegrable 0 r)]
  simp

/-- Gauss's law: for `r > 0` the slope of the exchange potential is the enclosed electron
number divided by `r²`. -/
theorem vx_gauss (Z : ℝ) {r : ℝ} (hr : 0 < r) :
    HasDerivAt (vx Z) (enclosedCharge (density Z) r / r ^ 2) r := by
  have h1 : HasDerivAt (fun y : ℝ => y⁻¹) (-(r ^ 2)⁻¹) r := hasDerivAt_inv hr.ne'
  have h := h1.fun_neg.fun_add ((h1.const_add Z).fun_mul (hasDerivAt_decay Z r))
  have hf : vx Z = fun y => -y⁻¹ + (Z + y⁻¹) * Real.exp (-(2 * Z * y)) := by
    funext y
    simp only [vx]
    ring
  have hi : r * r⁻¹ = 1 := mul_inv_cancel₀ hr.ne'
  rw [hf, enclosedCharge_density]
  refine h.congr_deriv ?_
  linear_combination (2 * Z * Real.exp (-(2 * Z * r)) * r⁻¹
    + 2 * Z ^ 2 * Real.exp (-(2 * Z * r)) * (r * r⁻¹ + 1)) * hi

/-- For `Z > 0` the exchange potential vanishes far from the nucleus. -/
theorem vx_tendsto_zero {Z : ℝ} (hZ : 0 < Z) : Tendsto (vx Z) atTop (𝓝 0) := by
  have h1 : Tendsto (fun r : ℝ => r⁻¹) atTop (𝓝 0) := tendsto_inv_atTop_zero
  have h2 : Tendsto (fun r : ℝ => Real.exp (-(2 * Z * r))) atTop (𝓝 0) :=
    Real.tendsto_exp_neg_atTop_nhds_zero.comp
      (tendsto_id.const_mul_atTop (show 0 < 2 * Z by positivity))
  have h : Tendsto (fun r : ℝ => -r⁻¹ + (Z + r⁻¹) * Real.exp (-(2 * Z * r))) atTop
      (𝓝 (-0 + (Z + 0) * 0)) := h1.neg.add ((h1.const_add Z).mul h2)
  rw [show -0 + (Z + 0) * 0 = (0 : ℝ) by ring] at h
  refine h.congr fun r => ?_
  simp only [vx]
  ring

/-- For a continuous spherical density and a potential obeying Gauss's law at `r > 0`, the
energy and virial integrands differ by the derivative of `q (v + q/r) / 2`, where `q` is the
enclosed charge. -/
theorem virial_shell_identity {n v : ℝ → ℝ} (hn : Continuous n) {r : ℝ} (hr : 0 < r)
    (hv : HasDerivAt v (enclosedCharge n r / r ^ 2) r) :
    HasDerivAt (fun s => enclosedCharge n s * (v s + enclosedCharge n s / s) / 2)
      (1 / 2 * (4 * π * r ^ 2 * n r * v r) - -(4 * π * r ^ 3 * n r * deriv v r)) r := by
  have hc : Continuous (fun s => 4 * π * s ^ 2 * n s) := by fun_prop
  have hq : HasDerivAt (enclosedCharge n) (4 * π * r ^ 2 * n r) r :=
    (hc.integral_hasStrictDerivAt 0 r).hasDerivAt
  rw [hv.deriv]
  refine ((hq.fun_mul (hv.fun_add
    (hq.fun_div (hasDerivAt_id' r) hr.ne'))).div_const 2).congr_deriv ?_
  field_simp
  ring

/-- For `Z > 0`, with a constant `c` added to the exchange potential, the energy integral
is `-5Z/16 + c/2`. -/
theorem exchangeEnergy_shift {Z : ℝ} (hZ : 0 < Z) (c : ℝ) :
    exchangeEnergy (density Z) (fun r => vx Z r + c) = -5 * Z / 16 + c / 2 := by
  have h2 : 0 < 2 * Z := by positivity
  have h4 : 0 < 4 * Z := by positivity
  have h := (((radial_moment 1 (-(4 * Z ^ 3)) h2).add (radial_moment 2 (4 * Z ^ 4) h4)).add
    (radial_moment 1 (4 * Z ^ 3) h4)).add (radial_moment 2 (4 * Z ^ 3 * c) h2)
  have key : ∫ r in Ioi (0 : ℝ), 4 * π * r ^ 2 * density Z r * (vx Z r + c)
      = -5 * Z / 8 + c := by
    refine (h.integral_eq fun r hr => ?_).trans ?_
    · have hE : Real.exp (-(4 * Z * r)) = Real.exp (-(2 * Z * r)) ^ 2 := by
        rw [sq, ← Real.exp_add]
        congr 1
        ring
      have hi : r * r⁻¹ = 1 := mul_inv_cancel₀ hr.ne'
      simp only [hE, vx]
      linear_combination (r ^ 2 * (-1 / r + (Z + 1 / r) * Real.exp (-(2 * Z * r)) + c))
        * shell_density Z r
        + 4 * Z ^ 3 * Real.exp (-(2 * Z * r)) * (Real.exp (-(2 * Z * r)) - 1) * r * hi
    · have f1 : ((Nat.factorial 1 : ℕ) : ℝ) = 1 := by norm_num [Nat.factorial]
      have f2 : ((Nat.factorial 2 : ℕ) : ℝ) = 2 := by norm_num [Nat.factorial]
      rw [f1, f2]
      field_simp
      ring
  unfold exchangeEnergy
  rw [key]
  ring

/-- The Levy-Perdew virial of a hydrogen-like ion with `Z > 0` is `-5Z/16` hartree. -/
theorem exchangeVirial_eq {Z : ℝ} (hZ : 0 < Z) :
    exchangeVirial (density Z) (vx Z) = -5 * Z / 16 := by
  have h2 : 0 < 2 * Z := by positivity
  have h4 : 0 < 4 * Z := by positivity
  have h := (((radial_moment 1 (4 * Z ^ 3) h2).add (radial_moment 1 (-(4 * Z ^ 3)) h4)).add
    (radial_moment 2 (-(8 * Z ^ 4)) h4)).add (radial_moment 3 (-(8 * Z ^ 5)) h4)
  have key : ∫ r in Ioi (0 : ℝ), 4 * π * r ^ 3 * density Z r * deriv (vx Z) r
      = 5 * Z / 16 := by
    refine (h.integral_eq fun r hr => ?_).trans ?_
    · have hE : Real.exp (-(4 * Z * r)) = Real.exp (-(2 * Z * r)) ^ 2 := by
        rw [sq, ← Real.exp_add]
        congr 1
        ring
      have hi : r * r⁻¹ = 1 := mul_inv_cancel₀ hr.ne'
      -- Gauss's law supplies the slope of the potential
      rw [(vx_gauss Z hr).deriv, enclosedCharge_density]
      simp only [hE]
      linear_combination (r ^ 3 * ((1 - (1 + 2 * Z * r + 2 * Z ^ 2 * r ^ 2)
          * Real.exp (-(2 * Z * r))) / r ^ 2)) * shell_density Z r
        + 4 * Z ^ 3 * Real.exp (-(2 * Z * r)) * (1 - (1 + 2 * Z * r + 2 * Z ^ 2 * r ^ 2)
          * Real.exp (-(2 * Z * r))) * r * (r * r⁻¹ + 1) * hi
    · have f1 : ((Nat.factorial 1 : ℕ) : ℝ) = 1 := by norm_num [Nat.factorial]
      have f2 : ((Nat.factorial 2 : ℕ) : ℝ) = 2 := by norm_num [Nat.factorial]
      have f3 : ((Nat.factorial 3 : ℕ) : ℝ) = 6 := by norm_num [Nat.factorial]
      rw [f1, f2, f3]
      field_simp
      ring
  unfold exchangeVirial
  rw [key]
  ring

/-- The virial test: for a hydrogen-like ion with `Z > 0`, the exchange energy equals the
Levy-Perdew virial, and their common value is `-5Z/16` hartree. -/
theorem hydrogen_virial_test {Z : ℝ} (hZ : 0 < Z) :
    exchangeEnergy (density Z) (vx Z) = exchangeVirial (density Z) (vx Z) ∧
      exchangeVirial (density Z) (vx Z) = -5 * Z / 16 := by
  refine ⟨?_, exchangeVirial_eq hZ⟩
  rw [exchangeVirial_eq hZ]
  simpa using exchangeEnergy_shift hZ 0

/-- For `Z > 0`, with a constant `c` added to the exchange potential, half the integral of density
times potential equals the Levy-Perdew virial exactly when `c = 0`. -/
theorem virial_test_fixes_constant {Z : ℝ} (hZ : 0 < Z) (c : ℝ) :
    exchangeEnergy (density Z) (fun r => vx Z r + c)
      = exchangeVirial (density Z) (fun r => vx Z r + c) ↔ c = 0 := by
  -- the virial sees only the slope of the potential
  have hs : exchangeVirial (density Z) (fun r => vx Z r + c)
      = exchangeVirial (density Z) (vx Z) := by
    unfold exchangeVirial
    simp only [deriv_add_const]
  rw [hs, exchangeEnergy_shift hZ, exchangeVirial_eq hZ]
  constructor <;> intro h <;> linarith

end

end HydrogenExchangeVirial
```

```lean
#print axioms HydrogenExchangeVirial.vx_tendsto_zero
#print axioms HydrogenExchangeVirial.virial_shell_identity
#print axioms HydrogenExchangeVirial.hydrogen_virial_test
#print axioms HydrogenExchangeVirial.virial_test_fixes_constant
```

```
'HydrogenExchangeVirial.vx_tendsto_zero' depends on axioms: [propext, Classical.choice, Quot.sound]
'HydrogenExchangeVirial.virial_shell_identity' depends on axioms: [propext, Classical.choice, Quot.sound]
'HydrogenExchangeVirial.hydrogen_virial_test' depends on axioms: [propext, Classical.choice, Quot.sound]
'HydrogenExchangeVirial.virial_test_fixes_constant' depends on axioms: [propext, Classical.choice, Quot.sound]
```

## From the closed-form charge to the two values

`enclosedCharge_density` obtains $q$ from the fundamental theorem of calculus. `vx_gauss` differentiates the potential and matches the result to $q/r^2$, and `vx_tendsto_zero` supplies the limit at infinity.

`radial_moment` takes its value from Euler's Gamma integral. It also proves integrability: Lean assigns the value 0 to the integral of a non-integrable function, whereas this value is positive.

`exchangeEnergy_shift` and `exchangeVirial_eq` each add four such moments. In both, `linear_combination` matches the integrand to the expanded sum, then `field_simp` and `ring` do the final arithmetic. The energy is computed with $c$ included, so the main theorem sets $c=0$. For the last theorem, `deriv_add_const` removes $c$ from the virial, and `linarith` solves the remaining linear equation.

`virial_shell_identity` proves the local relation by the product and quotient rules, for any continuous $n$ and any $v$ obeying Gauss's law at the given $r>0$. The main theorem does not use it.
